# The overlap of two paired point sets under x ↦ q x q* is a quadratic form in the components of the quaternion q

Two finite sets of points in space are paired, and each point x_k of the first, written as a pure imaginary quaternion, is sent to q x_k q*. The declaration `overlap_eq_quadratic` states that the sum of the inner products of these images with their partners y_k equals cᵀMc, where c holds the four real components of q and the 4 × 4 matrix M is built from the points alone. The quaternion need not be normalised: for a unit q the map is a rotation, and for any other nonzero q the overlap of the rotated points is this value divided by |q|². The attempt proves the identity for one pair by multiplying out components, then extends it to the sum by induction on the finite index set.

In Lean, a first try:

```lean
import Mathlib

open Matrix
open scoped Quaternion

namespace OverlapEqQuadratic

noncomputable section

variable {ι : Type*} [Fintype ι]

/-- A vector of three-dimensional space as a pure imaginary quaternion. -/
def imag (v : Fin 3 → ℝ) : ℍ[ℝ] := ⟨0, v 0, v 1, v 2⟩

/-- The four real components of a quaternion. -/
def coords (q : ℍ[ℝ]) : Fin 4 → ℝ := ![q.re, q.imI, q.imJ, q.imK]

/-- The overlap of the target points `y k` with the points `x k` transformed by `q`. -/
def overlap (x y : ι → Fin 3 → ℝ) (q : ℍ[ℝ]) : ℝ :=
  ∑ k, inner ℝ (imag (y k)) (q * imag (x k) * star q)

/-- The contribution of one pair of points to the alignment matrix. -/
def pairMatrix (a b : Fin 3 → ℝ) : Matrix (Fin 4) (Fin 4) ℝ :=
  !![a 0 * b 0 + a 1 * b 1 + a 2 * b 2, a 1 * b 2 - a 2 * b 1,
      a 2 * b 0 - a 0 * b 2, a 0 * b 1 - a 1 * b 0;
    a 1 * b 2 - a 2 * b 1, a 0 * b 0 - a 1 * b 1 - a 2 * b 2,
      a 0 * b 1 + a 1 * b 0, a 2 * b 0 + a 0 * b 2;
    a 2 * b 0 - a 0 * b 2, a 0 * b 1 + a 1 * b 0,
      -(a 0 * b 0) + a 1 * b 1 - a 2 * b 2, a 1 * b 2 + a 2 * b 1;
    a 0 * b 1 - a 1 * b 0, a 2 * b 0 + a 0 * b 2,
      a 1 * b 2 + a 2 * b 1, -(a 0 * b 0) - a 1 * b 1 + a 2 * b 2]

/-- The alignment matrix of two fragments, summed over all pairs of points. -/
def alignMatrix (x y : ι → Fin 3 → ℝ) : Matrix (Fin 4) (Fin 4) ℝ :=
  ∑ k, pairMatrix (x k) (y k)

/-- The overlap is the quadratic form of the alignment matrix in the components of `q`. -/
theorem overlap_eq_quadratic (x y : ι → Fin 3 → ℝ) (q : ℍ[ℝ]) :
    overlap x y q = coords q ⬝ᵥ alignMatrix x y *ᵥ coords q := by
  classical
  -- one pair of points: multiply out the quaternions
  have pair : ∀ a b : Fin 3 → ℝ, inner ℝ (imag b) (q * imag a * star q)
      = coords q ⬝ᵥ pairMatrix a b *ᵥ coords q := by
    intro a b
    rw [Quaternion.inner_def]
    simp [imag, coords, pairMatrix, Matrix.mulVec, dotProduct, Fin.sum_univ_four]
    ring
  unfold overlap alignMatrix
  induction (Finset.univ : Finset ι) using Finset.induction_on with
  | empty => simp
  | insert k s hk ih =>
    rw [Finset.sum_insert hk, Finset.sum_insert hk, Matrix.add_mulVec, dotProduct_add, ih, pair]

end

end OverlapEqQuadratic
```

Lean reports:

```
Try this:
  [apply] ring_nf
  
  The `ring` tactic failed to close the goal. Use `ring_nf` to obtain a normal form.
    
  Note that `ring` works primarily in *commutative* rings. If you have a noncommutative ring, abelian group or module, consider using `noncomm_ring`, `abel` or `module` instead.
Main.lean:43:50: error: unsolved goals
ι : Type u_1
inst✝ : Fintype ι
x y : ι → Fin 3 → ℝ
q : ℍ
a b : Fin 3 → ℝ
⊢ ({ re := 0, imI := b 0, imJ := b 1, imK := b 2 } *
        (q * star (q * { re := 0, imI := a 0, imJ := a 1, imK := a 2 }))).re =
    q.re * a 0 * b 1 * q.imK * 2 - q.re * a 0 * b 2 * q.imJ * 2 - q.re * b 0 * a 1 * q.imK * 2 +
                                              q.re * b 0 * a 2 * q.imJ * 2 +
                                            q.re * a 1 * b 2 * q.imI * 2 -
                                          q.re * b 1 * a 2 * q.imI * 2 +
                                        q.re ^ 2 * a 0 * b 0 +
                                      q.re ^ 2 * a 1 * b 1 +
                                    q.re ^ 2 * a 2 * b 2 +
                                  a 0 * b 0 * q.imI ^ 2 -
                                a 0 * b 0 * q.imJ ^ 2 -
                              a 0 * b 0 * q.imK ^ 2 +
                            a 0 * b 1 * q.imI * q.imJ * 2 +
                          a 0 * b 2 * q.imI * q.imK * 2 +
                        b 0 * a 1 * q.imI * q.imJ * 2 +
                      b 0 * a 2 * q.imI * q.imK * 2 -
                    a 1 * b 1 * q.imI ^ 2 +
                  a 1 * b 1 * q.imJ ^ 2 -
                a 1 * b 1 * q.imK ^ 2 +
              a 1 * b 2 * q.imJ * q.imK * 2 +
            b 1 * a 2 * q.imJ * q.imK * 2 -
          a 2 * b 2 * q.imI ^ 2 -
        a 2 * b 2 * q.imJ ^ 2 +
      a 2 * b 2 * q.imK ^ 2
```

The error is the unsolved goal in `pair`; the `ring_nf` suggestion only reports that `ring` could not close it. On the left, the real part of a quaternion product is still unexpanded, so `ring` cannot compare it with the polynomial on the right.

Unfolding `imag` put bare structure literals into the products. Such a literal has type `QuaternionAlgebra ℝ (-1) 0 (-1)`, and `simp` does not by default unfold `ℍ[ℝ]` to that type when matching lemmas. The goal fits this mismatch: `star` was distributed over the outer product, but both it and `.re` stopped at products with a literal as a factor.

The repair leaves `imag` folded, so each factor keeps the type `ℍ[ℝ]`. The facts `h0` to `h3`, true by `rfl`, supply its components, and the four multiplication lemmas, such as `Quaternion.re_mul`, expand the products. `ring` then has an identity between real polynomials to prove. The messages do not show whether those four lemmas had to be named explicitly.

The change, after which it compiles:

```diff
@@ -43,6 +43,11 @@
       = coords q ⬝ᵥ pairMatrix a b *ᵥ coords q := by
     intro a b
+    have h0 : ∀ v, (imag v).re = 0 := fun _ => rfl
+    have h1 : ∀ v, (imag v).imI = v 0 := fun _ => rfl
+    have h2 : ∀ v, (imag v).imJ = v 1 := fun _ => rfl
+    have h3 : ∀ v, (imag v).imK = v 2 := fun _ => rfl
     rw [Quaternion.inner_def]
-    simp [imag, coords, pairMatrix, Matrix.mulVec, dotProduct, Fin.sum_univ_four]
+    simp [Quaternion.re_mul, Quaternion.imI_mul, Quaternion.imJ_mul, Quaternion.imK_mul,
+      h0, h1, h2, h3, coords, pairMatrix, Matrix.mulVec, dotProduct, Fin.sum_univ_four]
     ring
   unfold overlap alignMatrix
```
